# Logarithmic charges on a line are in equilibrium with fixed charges at ±1 exactly when their polynomial solves a Jacobi equation

Place n movable unit charges on a line between two fixed charges, and ask where they come to rest. Tackled directly, this means solving n coupled equations with a pole wherever two charges meet. A Newton step can carry a charge across a pole, and a converged answer does not say whether another arrangement exists.

Let the fixed charges be a at +1 and b at −1, and let the interaction energy of two unit charges be −log of their distance. For distinct positions x_i away from ±1, all forces vanish exactly when the single polynomial p = ∏ (X − x_i) solves a linear differential equation,

(X² − 1) p″ + 2(a(X + 1) + b(X − 1)) p′ = n(n − 1 + 2a + 2b) p.

If a + b > 0, there is also at most one set of equilibrium points.

The logarithm is the potential of long parallel line charges, not of point charges in space. Applying the result to a real system means accepting that interaction and motion along one line. A common nonzero coupling constant would multiply every force and leave the equilibria unchanged, so it is set to one here.

## Positions, forces and energies

```lean
import Mathlib

open Polynomial

namespace StieltjesFixedCharges

noncomputable section

variable {n : ℕ}
```

The natural number `n` counts the movable charges, and zero is allowed. Curly brackets tell Lean to infer it from the context.

```lean
/-- The monic polynomial whose roots are the positions of the movable charges. -/
def chargePoly (x : Fin n → ℝ) : ℝ[X] := ∏ i, (X - C (x i))
```

The positions are a function `x : Fin n → ℝ`, that is, real numbers x_i with i = 0, …, n − 1. `ℝ[X]` is the type of real polynomials, and `C` turns a number into a constant polynomial.

```lean
/-- The force on the movable unit charge `i` from the other unit charges and from fixed charges
`a` at `1` and `b` at `-1`, for distinct positions different from `1` and `-1`. -/
def force (a b : ℝ) (x : Fin n → ℝ) (i : Fin n) : ℝ :=
  ∑ j ∈ Finset.univ.erase i, 1 / (x i - x j) + a / (x i - 1) + b / (x i + 1)
```

This is the force

F_i = Σ_{j≠i} 1/(x_i − x_j) + a/(x_i − 1) + b/(x_i + 1).

The set `Finset.univ.erase i` holds all labels except i. Lean sets 1/0 to 0, so the formula is a force only for distinct positions away from ±1, which the theorems assume.

```lean
/-- The logarithmic energy of charge `i` when it is moved to `t` and all others are held in place,
for `t` different from `1`, `-1` and the positions of the other charges. -/
def siteEnergy (a b : ℝ) (x : Fin n → ℝ) (i : Fin n) (t : ℝ) : ℝ :=
  -(∑ j ∈ Finset.univ.erase i, Real.log |t - x j|) - a * Real.log |t - 1| - b * Real.log |t + 1|
```

With the other charges held in place, charge i at position t has the energy

E_i(t) = −Σ_{j≠i} log|t − x_j| − a log|t − 1| − b log|t + 1|.

```lean
/-- The Jacobi differential operator `(X² - 1) p'' + 2 (a (X + 1) + b (X - 1)) p'`. -/
def jacobiOp (a b : ℝ) (p : ℝ[X]) : ℝ[X] :=
  (X ^ 2 - 1) * derivative (derivative p) + 2 * (C a * (X + 1) + C b * (X - 1)) * derivative p
```

Call this operator L. Textbooks usually write the Jacobi equation with the opposite overall sign and with parameters α = 2a − 1 and β = 2b − 1; here a and b are the charges themselves.

```lean
/-- For distinct charges away from `1` and `-1`, the force on a charge is minus the derivative
of its logarithmic energy. -/
theorem hasDerivAt_siteEnergy (a b : ℝ) (x : Fin n → ℝ) (hx : Function.Injective x) (i : Fin n)
    (h1 : x i ≠ 1) (h2 : x i ≠ -1) :
    HasDerivAt (siteEnergy a b x i) (-force a b x i) (x i) := by
  have hlog : ∀ c : ℝ, x i ≠ c →
      HasDerivAt (fun t => Real.log |t - c|) (1 / (x i - c)) (x i) := by
    intro c hc
    simp only [Real.log_abs]
    exact ((hasDerivAt_id' (x i)).sub_const c).log (sub_ne_zero.2 hc)
  have hb : HasDerivAt (fun t => Real.log |t + 1|) (1 / (x i + 1)) (x i) := by
    simp only [Real.log_abs]
    exact ((hasDerivAt_id' (x i)).add_const 1).log (fun h => h2 (by linarith))
  have hs : HasDerivAt (fun t => ∑ j ∈ Finset.univ.erase i, Real.log |t - x j|)
      (∑ j ∈ Finset.univ.erase i, 1 / (x i - x j)) (x i) :=
    HasDerivAt.fun_sum fun j hj => hlog (x j) fun h => Finset.ne_of_mem_erase hj (hx h).symm
  have H := (hs.fun_neg.fun_sub ((hlog 1 h1).const_mul a)).fun_sub (hb.const_mul b)
  refine HasDerivAt.congr_deriv (f := siteEnergy a b x i) H ?_
  unfold force
  ring
```

`HasDerivAt f d t` says that f has derivative d at t. The theorem therefore reads E_i′(x_i) = −F_i. The hypothesis `Function.Injective x` says that no two charges share a position.

By hand, the derivative of log|t − c| is 1/(t − c) for t ≠ c, and the terms are added. In Lean, `hlog` is that derivative, `hs` sums it over the other charges, and `ring` matches the signs.

## The force hidden in p″

```lean
/-- Away from its roots, the derivative of a product of linear factors is the product times the sum
of `1 / (t - x j)` over the factors. -/
theorem eval_derivative_prod (x : Fin n → ℝ) (s : Finset (Fin n)) (t : ℝ)
    (h : ∀ j ∈ s, t ≠ x j) :
    (derivative (∏ j ∈ s, (X - C (x j)))).eval t
      = (∏ j ∈ s, (X - C (x j))).eval t * ∑ j ∈ s, 1 / (t - x j) := by
  induction s using Finset.induction_on with
  | empty => simp
  | insert k s hk ih =>
    have ih' := ih fun j hj => h j (Finset.mem_insert_of_mem hj)
    have hc : (t - x k) * (1 / (t - x k)) = 1 :=
      mul_one_div_cancel (sub_ne_zero.2 (h k (Finset.mem_insert_self k s)))
    rw [Finset.prod_insert hk, Finset.sum_insert hk]
    simp only [derivative_mul, derivative_sub, derivative_X, derivative_C, eval_add, eval_mul,
      eval_sub, eval_X, eval_C, eval_one, eval_zero]
    rw [ih']
    linear_combination (-(∏ j ∈ s, (X - C (x j))).eval t) * hc
```

For q = ∏_{j∈s} (X − x_j) and t not among these roots, the claim is q′(t) = q(t) S, where S = Σ_{j∈s} 1/(t − x_j).

The proof adds one factor at a time. If the claim holds for q, the product rule gives

((X − x_k) q)′(t) = q(t) + (t − x_k) q(t) S = (t − x_k) q(t) [1/(t − x_k) + S].

`Finset.induction_on` performs this induction, and `linear_combination` does the last rearrangement.

```lean
/-- At each of several distinct charges, `p'` is nonzero and `p''` equals `2 p'` times the
repulsion by the other movable charges. -/
theorem derivatives_at_charge (x : Fin n → ℝ) (hx : Function.Injective x) (i : Fin n) :
    (derivative (chargePoly x)).eval (x i) ≠ 0 ∧
    (derivative (derivative (chargePoly x))).eval (x i)
      = 2 * (derivative (chargePoly x)).eval (x i)
        * ∑ j ∈ Finset.univ.erase i, 1 / (x i - x j) := by
  have hne : ∀ j ∈ Finset.univ.erase i, x i ≠ x j :=
    fun j hj h => Finset.ne_of_mem_erase hj (hx h).symm
  have h3 := eval_derivative_prod x (Finset.univ.erase i) (x i) hne
  have h0 : (∏ j ∈ Finset.univ.erase i, (X - C (x j))).eval (x i) ≠ 0 := by
    rw [eval_prod, Finset.prod_ne_zero_iff]
    intro j hj
    simpa only [eval_sub, eval_X, eval_C] using sub_ne_zero.2 (hne j hj)
  -- split off the factor belonging to charge `i`
  have hp : chargePoly x = (X - C (x i)) * ∏ j ∈ Finset.univ.erase i, (X - C (x j)) :=
    (Finset.mul_prod_erase Finset.univ (fun j => X - C (x j)) (Finset.mem_univ i)).symm
  generalize (∏ j ∈ Finset.univ.erase i, (X - C (x j))) = q at h3 h0 hp
  have h1 : (derivative (chargePoly x)).eval (x i) = q.eval (x i) := by
    rw [hp]
    simp only [derivative_mul, derivative_sub, derivative_X, derivative_C, eval_add, eval_mul,
      eval_sub, eval_X, eval_C, eval_one, eval_zero]
    ring
  have h2 : (derivative (derivative (chargePoly x))).eval (x i)
      = 2 * (derivative q).eval (x i) := by
    rw [hp]
    simp only [derivative_mul, derivative_sub, derivative_add, derivative_X, derivative_C,
      derivative_one, derivative_zero, eval_add, eval_mul, eval_sub, eval_X, eval_C, eval_one,
      eval_zero]
    ring
  refine ⟨h1 ▸ h0, ?_⟩
  rw [h2, h1, h3]
  ring
```

Split off the factor of charge i, so that p = (X − x_i) q. Then

p′ = q + (X − x_i) q′,
p″ = 2q′ + (X − x_i) q″.

At x_i this leaves p′(x_i) = q(x_i), which is nonzero because the charges are distinct, and p″(x_i) = 2q′(x_i). The previous theorem turns the latter into

p″(x_i) = 2p′(x_i) Σ_{j≠i} 1/(x_i − x_j).

In the code, `h1` and `h2` are the two evaluations and `h3` is the previous theorem.

```lean
/-- At a charge away from `1` and `-1`, with all charges distinct, the Jacobi operator applied to
the charge polynomial is `2 (x_i² - 1) p'(x_i)` times the force. -/
theorem eval_jacobiOp (a b : ℝ) (x : Fin n → ℝ) (hx : Function.Injective x) (i : Fin n)
    (h1 : x i ≠ 1) (h2 : x i ≠ -1) :
    (jacobiOp a b (chargePoly x)).eval (x i)
      = 2 * (x i ^ 2 - 1) * (derivative (chargePoly x)).eval (x i) * force a b x i := by
  have hd := (derivatives_at_charge x hx i).2
  have ha : (x i ^ 2 - 1) * (a / (x i - 1)) = a * (x i + 1) := by
    rw [← mul_div_assoc, div_eq_iff (sub_ne_zero.2 h1)]
    ring
  have hb : (x i ^ 2 - 1) * (b / (x i + 1)) = b * (x i - 1) := by
    rw [← mul_div_assoc, div_eq_iff (fun h => h2 (by linarith))]
    ring
  simp only [jacobiOp, force, eval_add, eval_mul, eval_sub, eval_pow, eval_X, eval_one, eval_C,
    eval_ofNat]
  linear_combination (x i ^ 2 - 1) * hd
    - 2 * (derivative (chargePoly x)).eval (x i) * (ha + hb)
```

Insert p″(x_i) into L:

(Lp)(x_i) = 2p′(x_i) [(x_i² − 1) Σ_{j≠i} 1/(x_i − x_j) + a(x_i + 1) + b(x_i − 1)].

Since x_i + 1 = (x_i² − 1)/(x_i − 1) and x_i − 1 = (x_i² − 1)/(x_i + 1), a common factor comes out:

(Lp)(x_i) = 2(x_i² − 1) p′(x_i) F_i.

The steps `ha` and `hb` are these two cancellations.

## Comparing coefficients

```lean
/-- The action of the Jacobi operator on the coefficients of a polynomial. -/
theorem coeff_jacobiOp (a b : ℝ) (p : ℝ[X]) (m : ℕ) :
    (jacobiOp a b p).coeff m = m * (m - 1 + 2 * a + 2 * b) * p.coeff m
      + 2 * (a - b) * (m + 1) * p.coeff (m + 1) - (m + 2) * (m + 1) * p.coeff (m + 2) := by
  have h : jacobiOp a b p = X * (X * derivative (derivative p)) - derivative (derivative p)
      + (C (a + b) * (X * derivative p) + C (a + b) * (X * derivative p))
      + (C (a - b) * derivative p + C (a - b) * derivative p) := by
    simp only [jacobiOp, C_add, C_sub]
    ring
  rw [h]
  rcases m with _ | _ | m <;>
    simp only [coeff_add, coeff_sub, coeff_C_mul, coeff_X_mul, coeff_X_mul_zero,
      coeff_derivative] <;>
    push_cast <;> ring
```

Write c_m for the coefficient of X^m in p, and λ_m = m(m − 1 + 2a + 2b). The terms X²p″ and 2(a + b)Xp′ together give λ_m c_m, while 2(a − b)p′ and −p″ bring in higher coefficients:

(Lp)_m = λ_m c_m + 2(a − b)(m + 1) c_{m+1} − (m + 2)(m + 1) c_{m+2}.

Lean treats m = 0, m = 1 and larger m separately, because multiplication by X shifts coefficients.

```lean
/-- The charge polynomial of `n` charges has leading coefficient one and degree `n`. -/
theorem coeff_chargePoly (x : Fin n → ℝ) :
    (chargePoly x).coeff n = 1 ∧ ∀ m, n < m → (chargePoly x).coeff m = 0 := by
  have hd : (chargePoly x).natDegree = n := by
    rw [chargePoly, natDegree_prod_of_monic _ _ (fun i _ => monic_X_sub_C (x i))]
    simp
  have hm : (chargePoly x).Monic := monic_prod_of_monic _ _ fun i _ => monic_X_sub_C (x i)
  refine ⟨?_, fun m h => coeff_eq_zero_of_natDegree_lt (hd.symm ▸ h)⟩
  have := hm.coeff_natDegree
  rwa [hd] at this
```

For the charge polynomial, c_n = 1 and c_m = 0 for every m > n.

## Equilibrium and the Jacobi equation

```lean
/-- Distinct movable unit charges away from `1` and `-1` are in equilibrium with fixed charges `a`
at `1` and `b` at `-1` if and only if their polynomial solves the Jacobi equation. -/
theorem jacobi_iff_equilibrium (a b : ℝ) (x : Fin n → ℝ) (hx : Function.Injective x)
    (h1 : ∀ i, x i ≠ 1) (h2 : ∀ i, x i ≠ -1) :
    jacobiOp a b (chargePoly x) = C (n * (n - 1 + 2 * a + 2 * b) : ℝ) * chargePoly x
      ↔ ∀ i, force a b x i = 0 := by
  have hroot : ∀ i, (chargePoly x).eval (x i) = 0 := by
    intro i
    rw [chargePoly, eval_prod]
    exact Finset.prod_eq_zero (Finset.mem_univ i) (by simp)
  constructor
  · intro h i
    have he := eval_jacobiOp a b x hx i (h1 i) (h2 i)
    rw [h, eval_mul, hroot i, mul_zero] at he
    have hq : x i ^ 2 - 1 ≠ 0 := by
      intro h0
      have h3 : (x i - 1) * (x i + 1) = 0 := by linear_combination h0
      rcases mul_eq_zero.1 h3 with h4 | h4
      · exact h1 i (by linarith)
      · exact h2 i (by linarith)
    exact (mul_eq_zero.1 he.symm).resolve_left
      (mul_ne_zero (mul_ne_zero two_ne_zero hq) (derivatives_at_charge x hx i).1)
  · intro h
    have hbig := (coeff_chargePoly x).2
    rw [← sub_eq_zero]
    by_contra hR
    -- the difference of the two sides has degree below `n` but vanishes at `n` points
    have hlt : (jacobiOp a b (chargePoly x)
        - C (n * (n - 1 + 2 * a + 2 * b) : ℝ) * chargePoly x).natDegree < n := by
      by_contra hge
      apply hR
      rw [← leadingCoeff_eq_zero, leadingCoeff]
      generalize (jacobiOp a b (chargePoly x)
        - C (n * (n - 1 + 2 * a + 2 * b) : ℝ) * chargePoly x).natDegree = m at hge ⊢
      rw [coeff_sub, coeff_C_mul, coeff_jacobiOp, hbig (m + 1) (by omega),
        hbig (m + 2) (by omega)]
      rcases (not_lt.1 hge).eq_or_lt with rfl | hm
      · ring
      · rw [hbig m hm]
        ring
    refine hR (eq_zero_of_natDegree_lt_card_of_eval_eq_zero _ hx (fun i => ?_) (by simpa using hlt))
    rw [eval_sub, eval_mul, hroot i, eval_jacobiOp a b x hx i (h1 i) (h2 i), h i]
    ring
```

The symbol `↔` means "if and only if". The charges a and b may be any real numbers, so the case of positive a and b with all x_i in (−1, 1) is included.

Suppose first that Lp = λ_n p. At x_i the right side vanishes, so 2(x_i² − 1) p′(x_i) F_i = 0. The first factors are nonzero, hence F_i = 0.

Conversely, suppose that all forces vanish and set R = Lp − λ_n p. Its coefficient at X^n is λ_n − λ_n = 0, and all higher ones vanish. If R were nonzero, its degree would be below n (`hlt`), yet R vanishes at the n distinct points x_i. That is impossible, so R = 0.

```lean
/-- In equilibrium, distinct charges away from `1` and `-1` have positions whose sum satisfies
`(n - 1 + a + b) ∑ x_i = n (b - a)`. -/
theorem sum_positions (a b : ℝ) (x : Fin n → ℝ) (hx : Function.Injective x)
    (h1 : ∀ i, x i ≠ 1) (h2 : ∀ i, x i ≠ -1) (h : ∀ i, force a b x i = 0) :
    (n - 1 + a + b) * ∑ i, x i = n * (b - a) := by
  rcases n with _ | k
  · simp
  · have hJ := congrArg (fun p => coeff p k) ((jacobi_iff_equilibrium a b x hx h1 h2).2 h)
    obtain ⟨hn, hbig⟩ := coeff_chargePoly x
    have hs : (chargePoly x).coeff k = -∑ i, x i := by
      simpa [chargePoly] using prod_X_sub_C_coeff_card_pred Finset.univ x (by simp)
    -- compare the coefficients just below the leading one
    simp only [coeff_C_mul] at hJ
    rw [coeff_jacobiOp, hn, hbig (k + 2) (by omega), hs] at hJ
    push_cast at hJ ⊢
    linear_combination hJ / 2
```

For n = 0 both sides are zero. Otherwise compare coefficients at X^(n−1), where c_{n−1} = −Σ x_i:

λ_{n−1} c_{n−1} + 2(a − b)n = λ_n c_{n−1}.

Because λ_n − λ_{n−1} = 2(n − 1 + a + b), this becomes

(n − 1 + a + b) Σ x_i = n(b − a).

Lean writes n = k + 1, and `hJ` is the comparison at k.

```lean
/-- If `a + b > 0`, any two equilibria of `n` distinct charges away from `1` and `-1` occupy the
same set of points. -/
theorem equilibrium_unique (a b : ℝ) (hab : 0 < a + b) (x y : Fin n → ℝ)
    (hx : Function.Injective x) (hy : Function.Injective y)
    (hx1 : ∀ i, x i ≠ 1) (hx2 : ∀ i, x i ≠ -1) (hy1 : ∀ i, y i ≠ 1) (hy2 : ∀ i, y i ≠ -1)
    (hfx : ∀ i, force a b x i = 0) (hfy : ∀ i, force a b y i = 0) :
    Set.range x = Set.range y := by
  have hJx := (jacobi_iff_equilibrium a b x hx hx1 hx2).2 hfx
  have hJy := (jacobi_iff_equilibrium a b y hy hy1 hy2).2 hfy
  have hpoly : chargePoly x = chargePoly y := by
    rw [← sub_eq_zero]
    by_contra hd
    have hlead := mt leadingCoeff_eq_zero.1 hd
    have hz : ∀ k, (chargePoly x - chargePoly y).natDegree < k →
        (chargePoly x).coeff k - (chargePoly y).coeff k = 0 := by
      intro k hk
      rw [← coeff_sub]
      exact coeff_eq_zero_of_natDegree_lt hk
    rw [leadingCoeff, coeff_sub] at hlead
    generalize (chargePoly x - chargePoly y).natDegree = m at hlead hz
    have hm : m < n := by
      by_contra hge
      apply hlead
      rcases (not_lt.1 hge).eq_or_lt with rfl | hm
      · rw [(coeff_chargePoly x).1, (coeff_chargePoly y).1, sub_self]
      · rw [(coeff_chargePoly x).2 m hm, (coeff_chargePoly y).2 m hm, sub_self]
    have ex := congrArg (fun p => coeff p m) hJx
    have ey := congrArg (fun p => coeff p m) hJy
    simp only [coeff_C_mul, coeff_jacobiOp] at ex ey
    -- the eigenvalues for degrees `m < n` differ
    have hmn : (m : ℝ) + 1 ≤ n := by exact_mod_cast hm
    have hm0 : (0 : ℝ) ≤ m := Nat.cast_nonneg m
    have hpos : 0 < ((n : ℝ) - m) * (n + m - 1 + 2 * (a + b)) :=
      mul_pos (by linarith) (by linarith)
    refine mul_ne_zero hpos.ne' hlead ?_
    linear_combination ey - ex + 2 * (a - b) * (m + 1) * hz (m + 1) (by omega)
      - (m + 2) * (m + 1) * hz (m + 2) (by omega)
  have key : ∀ (z : Fin n → ℝ) (t : ℝ), t ∈ Set.range z ↔ (chargePoly z).eval t = 0 := by
    intro z t
    simp only [chargePoly, eval_prod, Finset.prod_eq_zero_iff, eval_sub, eval_X, eval_C,
      sub_eq_zero, Finset.mem_univ, true_and, Set.mem_range]
    exact ⟨fun ⟨i, hi⟩ => ⟨i, hi.symm⟩, fun ⟨i, hi⟩ => ⟨i, hi.symm⟩⟩
  ext t
  rw [key, key, hpoly]

end

end StieltjesFixedCharges
```

`Set.range x` is the set of occupied points, so relabelling the charges does not count as a new equilibrium.

Let p and r be the polynomials of two equilibria, and suppose that d = p − r is nonzero. Both are monic of degree n, so d has degree m < n. Since Ld = λ_n d, its leading coefficient d_m satisfies (λ_n − λ_m) d_m = 0. But

λ_n − λ_m = (n − m)(n + m − 1 + 2(a + b)) > 0,

a contradiction. Hence p = r, and their roots agree; `key` identifies roots with occupied points.

Assuming only a + b ≥ 0 would not be enough. Take n = 1 and a = b = 0: a single charge feels no force anywhere, so every position is an equilibrium.

The theorems neither construct an equilibrium nor examine its stability. By the standard theory of orthogonal polynomials, for finitely many such charges with a, b > 0, the equilibrium points are the nodes of n-point Gauss–Jacobi quadrature with the weight (1 − t)^(2a−1) (1 + t)^(2b−1) on (−1, 1), which serves to integrate matrix elements in quantum calculations; a = b = 1/2 gives the Gauss–Legendre nodes.

```lean
#print axioms StieltjesFixedCharges.hasDerivAt_siteEnergy
#print axioms StieltjesFixedCharges.jacobi_iff_equilibrium
#print axioms StieltjesFixedCharges.sum_positions
#print axioms StieltjesFixedCharges.equilibrium_unique
```

```
'StieltjesFixedCharges.hasDerivAt_siteEnergy' depends on axioms: [propext, Classical.choice, Quot.sound]
'StieltjesFixedCharges.jacobi_iff_equilibrium' depends on axioms: [propext, Classical.choice, Quot.sound]
'StieltjesFixedCharges.sum_positions' depends on axioms: [propext, Classical.choice, Quot.sound]
'StieltjesFixedCharges.equilibrium_unique' depends on axioms: [propext, Classical.choice, Quot.sound]
```
